# Two traces bound every eigenvalue of a Hermitian matrix

Let $H$ be a Hermitian matrix of size $n\ge 1$, with $m=\operatorname{tr}H/n$, $s^2=\operatorname{tr}H^2/n-m^2$ and $s\ge 0$. Then every eigenvalue $E$ satisfies

$$|E-m|\le s\sqrt{n-1}.$$

This is the Wolkowicz–Styan bound. It follows from a bound on the mean energy of any normalised state, whose case of equality is also settled below. For a quantum Hamiltonian written in a finite orthonormal basis, it encloses the levels of that matrix, which need not be those of the untruncated operator.

## The mean and spread of the levels

```lean
import Mathlib

open Matrix

namespace TwoTraceEigenvalueBound

noncomputable section

variable {n : Type*} [Fintype n] [DecidableEq n]
```

In Lean, `n` is a finite type whose elements label the basis states. The size, written $n$ in the prose, is `Fintype.card n`.

```lean
/-- The mean level `m = tr H / n` of a Hamiltonian of size `n ≥ 1`. -/
def levelMean (H : Matrix n n ℂ) : ℝ := H.trace.re / (Fintype.card n : ℝ)
```

This is $m$. The trace of a Hermitian matrix is real, so taking `.re` loses nothing and only turns a complex number into a real one.

```lean
/-- The level variance `s² = tr H² / n - m²` of a Hamiltonian of size `n ≥ 1`. -/
def levelVariance (H : Matrix n n ℂ) : ℝ :=
  (H * H).trace.re / (Fintype.card n : ℝ) - levelMean H ^ 2
```

This is $s^2$, defined from the traces alone. That it is nonnegative for Hermitian $H$ is proved later.

```lean
/-- The level spread `s`, the square root of the level variance, for size `n ≥ 1`. -/
def levelSpread (H : Matrix n n ℂ) : ℝ := √(levelVariance H)
```

This is $s$, the nonnegative square root.

## A trial Hamiltonian with one level set apart

```lean
/-- The real part of `ψ† H ψ`, the mean energy of a normalised state `ψ`. -/
def expectation (H : Matrix n n ℂ) (ψ : n → ℂ) : ℝ := (star ψ ⬝ᵥ H *ᵥ ψ).re
```

For a normalised state $\psi$ this is $\langle H\rangle=\psi^\dagger H\psi$. Here `*ᵥ` applies a matrix to a vector, `⬝ᵥ` is the dot product without conjugation, and `star` supplies the conjugate.

```lean
/-- The operator `|ψ⟩⟨ψ|`. -/
def proj (ψ : n → ℂ) : Matrix n n ℂ := vecMulVec ψ (star ψ)
```

This is $P=|\psi\rangle\langle\psi|$, with entries $P_{ij}=\psi_i\psi_j^*$.

```lean
/-- What is left of `H` after subtracting the trial Hamiltonian `m + t (n |ψ⟩⟨ψ| - 1)`. -/
def residual (H : Matrix n n ℂ) (ψ : n → ℂ) (t : ℝ) : Matrix n n ℂ :=
  H - ((levelMean H - t : ℝ) : ℂ) • (1 : Matrix n n ℂ)
    - ((t * (Fintype.card n : ℝ) : ℝ) : ℂ) • proj ψ
```

For real $t$ and normalised $\psi$, the trial Hamiltonian $m+t(nP-1)$ has mean level $m$. It puts $\psi$ at $m+t(n-1)$ and all states orthogonal to $\psi$ at $m-t$. The residual is $R(t)=H-(m-t)-tnP$.

## Traces as sums of squares

```lean
omit [DecidableEq n] in
/-- For a Hermitian matrix, `tr M²` is the sum of the squared moduli of all entries. -/
theorem trace_sq_eq_sum {M : Matrix n n ℂ} (hM : M.IsHermitian) :
    (M * M).trace.re = ∑ i, ∑ j, Complex.normSq (M i j) := by
  simp only [Matrix.trace, Matrix.diag_apply, Matrix.mul_apply, Complex.re_sum]
  refine Finset.sum_congr rfl fun i _ => Finset.sum_congr rfl fun j _ => ?_
  have h : (starRingEnd ℂ) (M i j) = M j i := hM.apply j i
  rw [← h, Complex.mul_conj, Complex.ofReal_re]
```

The hypothesis `hM` says that $M$ is Hermitian, so $M_{ji}=M_{ij}^*$ and

$$\operatorname{tr}M^2=\sum_{i,j}M_{ij}M_{ji}=\sum_{i,j}|M_{ij}|^2\ge 0.$$

In code, $\operatorname{tr}H^2$ is therefore the squared Frobenius norm, obtained in one pass over the entries without a matrix product.

```lean
omit [DecidableEq n] in
/-- For a normalised state, `|ψ⟩⟨ψ|` is idempotent and has trace one. -/
theorem proj_idempotent_trace {ψ : n → ℂ} (hψ : star ψ ⬝ᵥ ψ = 1) :
    proj ψ * proj ψ = proj ψ ∧ (proj ψ).trace = 1 := by
  constructor
  · ext i j
    simp only [proj, Matrix.mul_apply, vecMulVec_apply]
    calc ∑ k, ψ i * star ψ k * (ψ k * star ψ j)
        = ψ i * (∑ k, star ψ k * ψ k) * star ψ j := by
          rw [Finset.mul_sum, Finset.sum_mul]
          exact Finset.sum_congr rfl fun k _ => by ring
      _ = ψ i * star ψ j := by
          have h : ∑ k, star ψ k * ψ k = 1 := hψ
          rw [h, mul_one]
  · rw [proj, trace_vecMulVec, dotProduct_comm, hψ]
```

The hypothesis `hψ` is the normalisation $\psi^\dagger\psi=1$. It gives $P^2=|\psi\rangle\langle\psi|\psi\rangle\langle\psi|=P$ and $\operatorname{tr}P=\psi^\dagger\psi=1$. The `calc` block does the first computation entry by entry.

```lean
omit [DecidableEq n] in
/-- The trace of `H |ψ⟩⟨ψ|` is `ψ† H ψ`. -/
theorem trace_mul_proj (H : Matrix n n ℂ) (ψ : n → ℂ) :
    (H * proj ψ).trace = star ψ ⬝ᵥ H *ᵥ ψ := by
  rw [proj, mul_vecMulVec, trace_vecMulVec, dotProduct_comm]
```

This is $\operatorname{tr}(HP)=\sum_{i,j}H_{ij}\psi_j\psi_i^*=\psi^\dagger H\psi$.

```lean
/-- The real part of the trace of `(H - a - b |ψ⟩⟨ψ|)²` for a normalised `ψ`, expressed by the real
parts of `tr H`, `tr H²` and `ψ† H ψ`. -/
theorem trace_shifted_sq (H : Matrix n n ℂ) {ψ : n → ℂ} (hψ : star ψ ⬝ᵥ ψ = 1) (a b : ℝ) :
    ((H - (a : ℂ) • (1 : Matrix n n ℂ) - (b : ℂ) • proj ψ) *
      (H - (a : ℂ) • (1 : Matrix n n ℂ) - (b : ℂ) • proj ψ)).trace.re =
    (H * H).trace.re + a ^ 2 * (Fintype.card n : ℝ) + b ^ 2 - 2 * a * H.trace.re
      - 2 * b * expectation H ψ + 2 * a * b := by
  obtain ⟨hPP, hP⟩ := proj_idempotent_trace hψ
  have expand : (H - (a : ℂ) • (1 : Matrix n n ℂ) - (b : ℂ) • proj ψ) *
      (H - (a : ℂ) • (1 : Matrix n n ℂ) - (b : ℂ) • proj ψ) =
      H * H + ((a ^ 2 : ℝ) : ℂ) • (1 : Matrix n n ℂ) + ((b ^ 2 : ℝ) : ℂ) • (proj ψ * proj ψ)
        - ((2 * a : ℝ) : ℂ) • H - (b : ℂ) • (H * proj ψ) - (b : ℂ) • (proj ψ * H)
        + ((2 * a * b : ℝ) : ℂ) • proj ψ := by
    push_cast
    simp only [sub_mul, mul_sub, Matrix.smul_mul, Matrix.mul_smul, one_mul, mul_one]
    module
  rw [expand, hPP]
  simp only [trace_add, trace_sub, trace_smul, trace_one, smul_eq_mul, hP,
    Matrix.trace_mul_comm (proj ψ) H, trace_mul_proj, Complex.add_re, Complex.sub_re,
    Complex.re_ofReal_mul, Complex.natCast_re, Complex.one_re, expectation]
  ring
```

Multiply out the square, then use $P^2=P$, $\operatorname{tr}P=1$ and $\operatorname{tr}(PH)=\operatorname{tr}(HP)$. For real $a,b$, taking real parts of the traces if $H$ is not Hermitian,

$$\operatorname{tr}(H-a-bP)^2=\operatorname{tr}H^2+a^2n+b^2-2a\operatorname{tr}H-2b\langle H\rangle+2ab.$$

The step `expand` is the matrix identity; the final `simp only` and `ring` take traces and collect terms.

```lean
/-- The residual of a Hermitian Hamiltonian is Hermitian. -/
theorem residual_isHermitian {H : Matrix n n ℂ} (hH : H.IsHermitian) (ψ : n → ℂ) (t : ℝ) :
    (residual H ψ t).IsHermitian := by
  have hs : ∀ r : ℝ, star (r : ℂ) = r := Complex.conj_ofReal
  have hP : (proj ψ)ᴴ = proj ψ := by
    ext i j
    simp [proj, vecMulVec_apply, mul_comm]
  unfold Matrix.IsHermitian residual
  simp only [conjTranspose_sub, conjTranspose_smul, conjTranspose_one, hP, hH.eq, hs]
```

$H$, the identity and $P$ are Hermitian and their coefficients are real, so $R(t)$ is Hermitian.

```lean
/-- For a normalised state, the real part of the trace of the squared residual is a polynomial of
degree at most two in the trial strength `t`. -/
theorem trace_residual_sq [Nonempty n] (H : Matrix n n ℂ) {ψ : n → ℂ}
    (hψ : star ψ ⬝ᵥ ψ = 1) (t : ℝ) :
    (residual H ψ t * residual H ψ t).trace.re = (Fintype.card n : ℝ) *
      (levelVariance H - 2 * t * (expectation H ψ - levelMean H)
        + t ^ 2 * ((Fintype.card n : ℝ) - 1)) := by
  have hn : (Fintype.card n : ℝ) ≠ 0 := Nat.cast_ne_zero.mpr Fintype.card_ne_zero
  have h1 : H.trace.re = (Fintype.card n : ℝ) * levelMean H := by
    unfold levelMean
    field_simp
  have h2 : (H * H).trace.re =
      (Fintype.card n : ℝ) * (levelVariance H + levelMean H ^ 2) := by
    rw [levelVariance, sub_add_cancel]
    field_simp
  rw [residual, trace_shifted_sq H hψ, h1, h2]
  ring
```

Set $a=m-t$ and $b=tn$ in the previous formula, with $\operatorname{tr}H=nm$ and $\operatorname{tr}H^2=n(s^2+m^2)$. Dividing by $n$ gives

$$s^2+m^2+(m-t)^2+t^2n-2m(m-t)-2t\langle H\rangle+2t(m-t).$$

The terms in $m^2$ cancel, leaving

$$\operatorname{tr}R(t)^2=n\left[s^2-2t(\langle H\rangle-m)+t^2(n-1)\right].$$

The assumption `[Nonempty n]` means $n\ge1$, which permits the division.

## The bound for states and its equality case

```lean
/-- The level variance of a Hermitian Hamiltonian is nonnegative, and the mean energy of a
normalised state satisfies `(⟨H⟩ - m)² ≤ (n - 1) s²`. -/
theorem expectation_bound [Nonempty n] {H : Matrix n n ℂ} (hH : H.IsHermitian)
    {ψ : n → ℂ} (hψ : star ψ ⬝ᵥ ψ = 1) :
    0 ≤ levelVariance H ∧ (expectation H ψ - levelMean H) ^ 2 ≤
      ((Fintype.card n : ℝ) - 1) * levelVariance H := by
  have hn : (0 : ℝ) < Fintype.card n := Nat.cast_pos.mpr Fintype.card_pos
  -- the quadratic in `t` is a sum of squares, so it is never negative
  have q : ∀ t : ℝ, 0 ≤ ((Fintype.card n : ℝ) - 1) * (t * t)
      + (-2 * (expectation H ψ - levelMean H)) * t + levelVariance H := by
    intro t
    have h : 0 ≤ (residual H ψ t * residual H ψ t).trace.re := by
      rw [trace_sq_eq_sum (residual_isHermitian hH ψ t)]
      exact Finset.sum_nonneg fun i _ => Finset.sum_nonneg fun j _ => Complex.normSq_nonneg _
    rw [trace_residual_sq H hψ] at h
    have h' := (mul_nonneg_iff_of_pos_left hn).mp h
    linarith
  refine ⟨by simpa using q 0, ?_⟩
  -- hence its discriminant is not positive
  have d := discrim_le_zero q
  unfold discrim at d
  linarith
```

Since $R(t)$ is Hermitian, $\operatorname{tr}R(t)^2\ge0$, so the bracket is nonnegative for every real $t$; this is `q`. At $t=0$ it gives $s^2\ge0$. A quadratic that is never negative has discriminant at most zero:

$$4(\langle H\rangle-m)^2-4(n-1)s^2\le0.$$

The lemma `discrim_le_zero` supplies this step. It also covers $n=1$, where the bracket is linear in $t$ and can stay nonnegative only if its slope vanishes.

```lean
/-- The bound for a normalised state is an equality exactly when `H` is a real combination
of the identity and `|ψ⟩⟨ψ|`. -/
theorem expectation_bound_eq_iff [Nonempty n] {H : Matrix n n ℂ} (hH : H.IsHermitian)
    {ψ : n → ℂ} (hψ : star ψ ⬝ᵥ ψ = 1) :
    (expectation H ψ - levelMean H) ^ 2 = ((Fintype.card n : ℝ) - 1) * levelVariance H ↔
      ∃ a b : ℝ, H = (a : ℂ) • (1 : Matrix n n ℂ) + (b : ℂ) • proj ψ := by
  have hn : (Fintype.card n : ℝ) ≠ 0 := Nat.cast_ne_zero.mpr Fintype.card_ne_zero
  constructor
  · intro heq
    by_cases h1 : Fintype.card n = 1
    · -- a single level: `H` is a real number
      obtain ⟨i, hi⟩ := Fintype.card_eq_one_iff.mp h1
      refine ⟨(H i i).re, 0, ?_⟩
      ext j k
      rw [hi j, hi k]
      have hr : ((H i i).re : ℂ) = H i i := Complex.conj_eq_iff_re.mp (hH.apply i i)
      simp [hr]
    · have hn1 : (Fintype.card n : ℝ) - 1 ≠ 0 :=
        sub_ne_zero.mpr (by exact_mod_cast h1)
      -- the minimising trial strength makes the residual vanish
      obtain ⟨t, ht⟩ : ∃ t : ℝ, t * ((Fintype.card n : ℝ) - 1)
          = expectation H ψ - levelMean H := ⟨_, div_mul_cancel₀ _ hn1⟩
      have hz : levelVariance H - 2 * t * (expectation H ψ - levelMean H)
          + t ^ 2 * ((Fintype.card n : ℝ) - 1) = 0 := by
        apply mul_left_cancel₀ hn1
        linear_combination (t * ((Fintype.card n : ℝ) - 1)
          - (expectation H ψ - levelMean H)) * ht - heq
      have h := trace_residual_sq H hψ t
      rw [hz, mul_zero, trace_sq_eq_sum (residual_isHermitian hH ψ t)] at h
      have hR : residual H ψ t = 0 := by
        ext i j
        have hi := (Finset.sum_eq_zero_iff_of_nonneg (fun i _ => Finset.sum_nonneg
          fun j _ => Complex.normSq_nonneg (residual H ψ t i j))).mp h i (Finset.mem_univ i)
        have hj := (Finset.sum_eq_zero_iff_of_nonneg
          (fun j _ => Complex.normSq_nonneg (residual H ψ t i j))).mp hi j (Finset.mem_univ j)
        exact Complex.normSq_eq_zero.mp hj
      rw [residual, sub_sub, sub_eq_zero] at hR
      exact ⟨_, _, hR⟩
  · rintro ⟨a, b, hab⟩
    obtain ⟨hPP, hP⟩ := proj_idempotent_trace hψ
    have hw : expectation H ψ = a + b := by
      rw [expectation, ← trace_mul_proj, hab, add_mul, Matrix.smul_mul, Matrix.smul_mul,
        one_mul, hPP, trace_add, trace_smul, trace_smul, hP]
      simp
    have hT : H.trace.re = a * (Fintype.card n : ℝ) + b := by
      rw [hab, trace_add, trace_smul, trace_smul, hP, trace_one]
      simp
    have h0 : H - (a : ℂ) • (1 : Matrix n n ℂ) - (b : ℂ) • proj ψ = 0 := by
      rw [sub_sub, sub_eq_zero]
      exact hab
    have h := trace_shifted_sq H hψ a b
    rw [h0, hw, hT, mul_zero, Matrix.trace_zero, Complex.zero_re] at h
    have hT2 : (H * H).trace.re = a ^ 2 * (Fintype.card n : ℝ) + b ^ 2 + 2 * a * b := by
      linear_combination (-1 : ℝ) * h
    rw [levelVariance, levelMean, hw, hT, hT2]
    field_simp
    ring
```

Equality holds exactly when $H=a+bP$ with real $a,b$: the state $\psi$ has energy $a+b$, and all states orthogonal to it have energy $a$.

Suppose equality holds. If $n=1$, $H$ is a real number and $b=0$ will do. If $n>1$, choose $t=(\langle H\rangle-m)/(n-1)$. The bracket becomes $s^2-(\langle H\rangle-m)^2/(n-1)=0$, so $\sum_{i,j}|R_{ij}(t)|^2=0$. Every entry vanishes, and $H=(m-t)+tnP$.

Conversely, if $H=a+bP$, then $\langle H\rangle=a+b$, $m=a+b/n$ and $\operatorname{tr}H^2=a^2n+2ab+b^2$. Hence

$$\langle H\rangle-m=\frac{b(n-1)}{n},\qquad s^2=\frac{b^2(n-1)}{n^2},$$

and both sides equal $b^2(n-1)^2/n^2$.

## From states to eigenvalues

```lean
/-- Wolkowicz-Styan bound: every eigenvalue `E` of a Hermitian Hamiltonian of size `n`
satisfies `|E - m| ≤ s √(n - 1)`. -/
theorem eigenvalue_bound {H : Matrix n n ℂ} (hH : H.IsHermitian) {E : ℝ} {v : n → ℂ}
    (hv : v ≠ 0) (hE : H *ᵥ v = (E : ℂ) • v) :
    |E - levelMean H| ≤ levelSpread H * √((Fintype.card n : ℝ) - 1) := by
  obtain ⟨i, hi⟩ := Function.ne_iff.mp hv
  have : Nonempty n := ⟨i⟩
  -- normalise the eigenvector
  obtain ⟨N, hN, hvN⟩ : ∃ N : ℝ, 0 < N ∧ star v ⬝ᵥ v = (N : ℂ) := by
    refine ⟨∑ j, Complex.normSq (v j), Finset.sum_pos' (fun j _ => Complex.normSq_nonneg _)
      ⟨i, Finset.mem_univ i, Complex.normSq_pos.mpr hi⟩, ?_⟩
    rw [Complex.ofReal_sum]
    refine Finset.sum_congr rfl fun j _ => ?_
    rw [Complex.normSq_eq_conj_mul_self]
    rfl
  obtain ⟨r, hr⟩ : ∃ r : ℝ, r * (r * N) = 1 := by
    refine ⟨(√N)⁻¹, ?_⟩
    have hs : √N ≠ 0 := (Real.sqrt_pos.mpr hN).ne'
    calc (√N)⁻¹ * ((√N)⁻¹ * N) = (√N)⁻¹ * ((√N)⁻¹ * (√N * √N)) := by
          rw [Real.mul_self_sqrt hN.le]
      _ = 1 := by field_simp
  have hstar : star (r : ℂ) = r := Complex.conj_ofReal r
  have hψ : star ((r : ℂ) • v) ⬝ᵥ ((r : ℂ) • v) = 1 := by
    rw [star_smul, smul_dotProduct, dotProduct_smul, hvN, hstar, smul_eq_mul, smul_eq_mul]
    exact_mod_cast hr
  -- its mean energy is the eigenvalue
  have hexp : expectation H ((r : ℂ) • v) = E := by
    rw [expectation, Matrix.mulVec_smul, hE, smul_comm, dotProduct_smul, hψ]
    simp
  obtain ⟨hvar, hb⟩ := expectation_bound hH hψ
  rw [hexp] at hb
  rw [levelSpread, ← Real.sqrt_mul hvar]
  apply Real.abs_le_sqrt
  linarith

end

end TwoTraceEigenvalueBound
```

The hypotheses say that $v\ne0$ and $Hv=Ev$. Taking $E$ real excludes nothing, since $H$ is Hermitian, and a nonzero $v$ already forces $n\ge1$. The eigenvector need not be normalised: with $N=v^\dagger v>0$ and $r=1/\sqrt N$, the state $\psi=rv$ is, and

$$\langle H\rangle=\psi^\dagger H\psi=E\,\psi^\dagger\psi=E.$$

The bound for states becomes $(E-m)^2\le(n-1)s^2$, and `Real.abs_le_sqrt` takes the root. The same interval serves for all levels; the sharper Wolkowicz–Styan inequalities that depend on a level's position in the ordered spectrum are not treated.

For $n=1$ the bound reads $E=m$, since $s=0$. For $n=2$, with diagonal energies $\varepsilon_1,\varepsilon_2$ and coupling $V$,

$$s=\sqrt{\left(\frac{\varepsilon_1-\varepsilon_2}{2}\right)^2+|V|^2},$$

and the levels are exactly $m\pm s$. The bound is attained, and the gap $2s$ is at least $2|V|$, the familiar two-level repulsion.

In a program, the interval $[m-s\sqrt{n-1},\,m+s\sqrt{n-1}]$ can be used to rescale a finite Hamiltonian matrix with $s>0$ to a spectrum in $[-1,1]$ before a Chebyshev expansion, with a small margin for rounding. No diagonalisation is needed, but for large $n$ the interval can be much wider than the spectrum.

```lean
#print axioms TwoTraceEigenvalueBound.expectation_bound_eq_iff
#print axioms TwoTraceEigenvalueBound.eigenvalue_bound
```

```
'TwoTraceEigenvalueBound.expectation_bound_eq_iff' depends on axioms: [propext, Classical.choice, Quot.sound]
'TwoTraceEigenvalueBound.eigenvalue_bound' depends on axioms: [propext, Classical.choice, Quot.sound]
```
